# Linearised Debye smearing of an abrupt doping step: the unique bounded profile and its 10 to 90 percent width

Dopants in a semiconductor can change abruptly at a plane, but the mobile electrons do not follow the jump. They spill from the heavily doped side to the lightly doped side until the electric field of the uncovered charge holds them back. For a small step, measure the density from the mean doping in units of half the step, and the position x in screening lengths. The doping is then −1 on the left and +1 on the right, and the excess density u obeys

u − u″ = −1 for x < 0, u − u″ = +1 for x > 0.

The bounded solutions on the two sides are −1 + a exp(x) and 1 + b exp(−x), with constants a and b. Equal values at x = 0 require a − b = 2, and equal slopes require a = −b. Hence a = 1 and b = −1:

u = −1 + exp(x) on the left, u = 1 − exp(−x) on the right.

The density passes through the mean at the junction, and each side supplies half of the transition.

## From Poisson's equation to a screening length

Let N be the density of ionised donors, n the electron density, φ the potential, q the elementary charge, ε the permittivity, k Boltzmann's constant and T the temperature. With holes neglected and ε uniform, Poisson's equation and Boltzmann statistics about a reference density n₀ read

φ″ = −(q/ε)(N − n), n = n₀ exp(qφ/kT).

If |qφ| is much smaller than kT, the exponential may be replaced by 1 + qφ/kT. Then n″ = (q n₀/kT) φ″, and so

n − L² n″ = N, L² = ε kT/(q² n₀).

L is the Debye length, often written L_D. The development starts from this linear equation with L > 0 as a given number. Its use for a real junction rests on the assumptions above and on the linearisation, which needs both dopings close to n₀.

```lean
import Mathlib

noncomputable section

namespace DebyeSmearing
```

The doping is N₁ on the left and N₂ on the right. The value assigned at x = 0 plays no role, because the equation is imposed only away from that point.

```lean
/-- Abrupt doping profile: `N₁` for `x < 0` and `N₂` for `x ≥ 0`. -/
def doping (N₁ N₂ x : ℝ) : ℝ := if x < 0 then N₁ else N₂
```

A solution must have a continuous value and slope. In the linear model n − n₀ is proportional to φ, so this expresses a continuous potential and a continuous field, with no sheet charge at the junction. The second derivative may jump, as the doping does.

In `IsDebyeProfile`, the field `smooth` states that n is C¹ on the whole line, and `screening` states the equation for every x ≠ 0. The latter also asks that n′ be differentiable there, since Lean's `deriv` returns 0 where no derivative exists. Densities are real-valued functions; neither positivity nor an ordering of N₁ and N₂ is assumed.

```lean
/-- A carrier density `n` that is continuously differentiable everywhere and obeys the linearised
screening equation `n - L² n'' = N` away from the junction at the origin. -/
structure IsDebyeProfile (L N₁ N₂ : ℝ) (n : ℝ → ℝ) : Prop where
  smooth : ContDiff ℝ 1 n
  screening : ∀ x, x ≠ 0 → DifferentiableAt ℝ (deriv n) x ∧
    n x - L ^ 2 * deriv (deriv n) x = doping N₁ N₂ x
```

## The matched exponentials

With general constants, the matching conditions of the opening example become N₁ + a = N₂ + b and a = −b, so a = (N₂ − N₁)/2. This gives

n(x) = N₁ + (N₂ − N₁) exp(x/L)/2 for x ≤ 0,

n(x) = N₂ − (N₂ − N₁) exp(−x/L)/2 for x > 0.

```lean
/-- The smeared carrier density, with exponential tails of decay length `L` when `L > 0`. -/
def smeared (L N₁ N₂ x : ℝ) : ℝ :=
  if x ≤ 0 then N₁ + (N₂ - N₁) * Real.exp (x / L) / 2
  else N₂ - (N₂ - N₁) * Real.exp (-x / L) / 2
```

The derivatives of the two exponentials are exp(x/L)/L and −exp(−x/L)/L.

```lean
/-- Slopes of the exponentials `exp (x / L)` and `exp (-x / L)`. -/
theorem hasDerivAt_exps (L x : ℝ) :
    HasDerivAt (fun y : ℝ => Real.exp (y / L)) (Real.exp (x / L) / L) x ∧
    HasDerivAt (fun y : ℝ => Real.exp (-y / L)) (-Real.exp (-x / L) / L) x :=
  ⟨((hasDerivAt_id' x).div_const L).exp.congr_deriv (by ring),
    ((hasDerivAt_id' x).fun_neg.div_const L).exp.congr_deriv (by ring)⟩
```

Both branches take the value (N₁ + N₂)/2 at the origin, so n is continuous. Away from the origin its slope is

n′(x) = (N₂ − N₁) exp(−|x|/L)/(2L).

This expression is continuous at x = 0, so it is also the derivative there; `hasDerivAt_of_hasDerivAt_of_ne'` supplies that step. A second differentiation gives

n″ = (N₂ − N₁) exp(x/L)/(2L²) = (n − N₁)/L² for x < 0,

n″ = −(N₂ − N₁) exp(−x/L)/(2L²) = (n − N₂)/L² for x > 0,

which is the screening equation on each side. In the proof, `hne` is the slope off the origin, `hs` extends it to the junction, and `h2` is the second derivative.

```lean
/-- For `L > 0` the smeared density is C¹ and solves the screening equation. -/
theorem smeared_isDebyeProfile {L : ℝ} (hL : 0 < L) (N₁ N₂ : ℝ) :
    IsDebyeProfile L N₁ N₂ (smeared L N₁ N₂) := by
  have hcont : Continuous (fun x => smeared L N₁ N₂ x) := by
    unfold smeared
    refine Continuous.if_le (by fun_prop) (by fun_prop) continuous_id continuous_const ?_
    intro x hx
    have hx' : x = 0 := hx
    rw [hx', neg_zero, zero_div, Real.exp_zero]
    ring
  have hg : Continuous (fun x : ℝ => (N₂ - N₁) / (2 * L) * Real.exp (-|x| / L)) := by fun_prop
  have hne : ∀ x, x ≠ 0 → HasDerivAt (smeared L N₁ N₂)
      ((N₂ - N₁) / (2 * L) * Real.exp (-|x| / L)) x := by
    intro x hx
    rcases lt_or_gt_of_ne hx with hx | hx
    · have h := (((hasDerivAt_exps L x).1.const_mul (N₂ - N₁)).div_const 2).const_add N₁
      refine (h.congr_of_eventuallyEq ?_).congr_deriv ?_
      · filter_upwards [Iio_mem_nhds hx] with y hy
        exact if_pos (Set.mem_Iio.1 hy).le
      · rw [abs_of_neg hx, neg_neg]
        ring
    · have h := (((hasDerivAt_exps L x).2.const_mul (N₂ - N₁)).div_const 2).const_sub N₂
      refine (h.congr_of_eventuallyEq ?_).congr_deriv ?_
      · filter_upwards [Ioi_mem_nhds hx] with y hy
        exact if_neg (not_le_of_gt (Set.mem_Ioi.1 hy))
      · rw [abs_of_pos hx]
        ring
  -- the slope is continuous, so the formula for it also holds at the junction
  have hs := hasDerivAt_of_hasDerivAt_of_ne' hne hcont.continuousAt hg.continuousAt
  have hd : deriv (smeared L N₁ N₂) =
      fun x => (N₂ - N₁) / (2 * L) * Real.exp (-|x| / L) := funext fun x => (hs x).deriv
  refine ⟨contDiff_one_iff_deriv.2 ⟨fun x => (hs x).differentiableAt, by rw [hd]; exact hg⟩,
    fun x hx => ?_⟩
  have h2 : HasDerivAt (fun x : ℝ => (N₂ - N₁) / (2 * L) * Real.exp (-|x| / L))
      ((smeared L N₁ N₂ x - doping N₁ N₂ x) / L ^ 2) x := by
    refine (((hasDerivAt_abs hx).fun_neg.div_const L).exp.const_mul
      ((N₂ - N₁) / (2 * L))).congr_deriv ?_
    rcases lt_or_gt_of_ne hx with hx | hx
    · rw [smeared, if_pos hx.le, doping, if_pos hx]
      simp only [abs_of_neg hx, sign_neg hx, SignType.coe_neg_one, neg_neg]
      ring
    · rw [smeared, if_neg (not_le_of_gt hx), doping, if_neg (not_lt_of_ge hx.le)]
      simp only [abs_of_pos hx, sign_pos hx, SignType.coe_one]
      ring
  refine ⟨by rw [hd]; exact h2.differentiableAt, ?_⟩
  rw [hd, h2.deriv, mul_div_cancel₀ _ (pow_ne_zero 2 hL.ne')]
  ring
```

## Boundedness removes both free modes

The equation without a source has the solutions exp(x/L) and exp(−x/L), and either could be added to n without disturbing its smoothness. Boundedness excludes them; physically, the density must stay finite deep inside both regions.

Suppose |A exp(t) + B exp(−t)| ≤ K for all t. For t ≥ 0, using exp(t) ≥ 1 + t and exp(−t) ≤ 1,

|A|(1 + t) ≤ |A| exp(t) ≤ K + |B|.

If A were nonzero, the choice t = (K + |B|)/|A| would give |A| ≤ 0, a contradiction.

```lean
/-- If `A exp t + B exp (-t)` is bounded over all `t`, the growing amplitude `A` vanishes. -/
theorem growing_amplitude_zero {A B K : ℝ}
    (h : ∀ t, |A * Real.exp t + B * Real.exp (-t)| ≤ K) : A = 0 := by
  by_contra hA
  have hpos : 0 < |A| := abs_pos.2 hA
  have hne := hpos.ne'
  have hK : 0 ≤ K := (abs_nonneg _).trans (h 0)
  obtain ⟨t, ht, h1⟩ : ∃ t, 0 ≤ t ∧ |A| * t = K + |B| :=
    ⟨(K + |B|) / |A|, by positivity, by field_simp⟩
  have h3 := abs_sub_abs_le_abs_sub (A * Real.exp t) (-(B * Real.exp (-t)))
  rw [sub_neg_eq_add, abs_neg, abs_mul, abs_mul, Real.abs_exp, Real.abs_exp] at h3
  have h4 := mul_le_mul_of_nonneg_left (Real.add_one_le_exp t) (abs_nonneg A)
  have h5 := mul_le_mul_of_nonneg_left
    (Real.exp_le_one_iff.2 (by linarith : -t ≤ 0)) (abs_nonneg B)
  nlinarith [h t]
```

Now let u′ = v and v′ = u/L² everywhere, with |u| ≤ C. Then

d/dx [(u + Lv) exp(−x/L)] = (v + u/L − u/L − v) exp(−x/L) = 0,

and likewise (u − Lv) exp(x/L) is constant. Evaluating both constants at x = 0 and adding,

2u(x) = (u(0) + Lv(0)) exp(x/L) + (u(0) − Lv(0)) exp(−x/L).

The preceding lemma with t = x/L removes the first amplitude. Applied after the reflection t → −t, it removes the second, so u = 0. The two constants are `dA` and `dB`, and the formula for 2u is `key`.

```lean
/-- Without a source, a bounded solution of `u'' = u / L²` with `L > 0` vanishes. -/
theorem bounded_homogeneous_zero {L C : ℝ} (hL : 0 < L) {u v : ℝ → ℝ}
    (hu : ∀ x, HasDerivAt u (v x) x) (hv : ∀ x, HasDerivAt v (u x / L ^ 2) x)
    (hb : ∀ x, |u x| ≤ C) (x : ℝ) : u x = 0 := by
  have hi : L * L⁻¹ = 1 := mul_inv_cancel₀ hL.ne'
  -- two first integrals: twice the amplitudes of the growing and the decaying mode
  have dA : ∀ x, HasDerivAt (fun y => (u y + L * v y) * Real.exp (-y / L)) 0 x := fun x =>
    (((hu x).fun_add ((hv x).const_mul L)).fun_mul (hasDerivAt_exps L x).2).congr_deriv (by
      linear_combination (-v x + u x * L⁻¹) * Real.exp (-x / L) * hi)
  have dB : ∀ x, HasDerivAt (fun y => (u y - L * v y) * Real.exp (y / L)) 0 x := fun x =>
    (((hu x).fun_sub ((hv x).const_mul L)).fun_mul (hasDerivAt_exps L x).1).congr_deriv (by
      linear_combination (-v x - u x * L⁻¹) * Real.exp (x / L) * hi)
  have key : ∀ x, 2 * u x = (u 0 + L * v 0) * Real.exp (x / L)
      + (u 0 - L * v 0) * Real.exp (-(x / L)) := by
    intro x
    have hA := is_const_of_deriv_eq_zero (fun x => (dA x).differentiableAt)
      (fun x => (dA x).deriv) x 0
    have hB := is_const_of_deriv_eq_zero (fun x => (dB x).differentiableAt)
      (fun x => (dB x).deriv) x 0
    simp only [neg_zero, zero_div, Real.exp_zero, mul_one, neg_div] at hA hB
    have hE : Real.exp (x / L) * Real.exp (-(x / L)) = 1 := by
      rw [← Real.exp_add, add_neg_cancel, Real.exp_zero]
    linear_combination Real.exp (x / L) * hA + Real.exp (-(x / L)) * hB - 2 * u x * hE
  have bound : ∀ t, |(u 0 + L * v 0) * Real.exp t + (u 0 - L * v 0) * Real.exp (-t)|
      ≤ 2 * C := by
    intro t
    have h := key (L * t)
    rw [mul_div_cancel_left₀ _ hL.ne'] at h
    rw [← h, abs_mul, abs_two]
    linarith [hb (L * t)]
  have hA := growing_amplitude_zero bound
  have hB : u 0 - L * v 0 = 0 := growing_amplitude_zero (B := u 0 + L * v 0) (K := 2 * C)
    fun t => by
      have h := bound (-t)
      rwa [neg_neg, add_comm] at h
  have h := key x
  rw [hA, hB] at h
  linarith
```

## Existence and uniqueness in one equivalence

Let n be any bounded solution and u its difference from the explicit profile. The doping cancels, so u″ = u/L² for x ≠ 0. Since u′ and u/L² are both continuous, the same equation holds at x = 0, and the homogeneous result gives u = 0. The bound on u comes from the bound on n together with

|N₁| + |N₂| + |N₂ − N₁|,

which bounds the explicit profile because its exponentials never exceed 1.

The theorem `debye_smearing` reads: for L > 0 and any real N₁, N₂, a function n is a Debye profile and bounded if and only if it equals `smeared L N₁ N₂`. For N₁ = N₂ the profile is constant. For a small step in one dimension at equilibrium, this gives a closed-form reference for a numerical Poisson solver with Boltzmann electrons, provided that holes are negligible.

```lean
/-- Debye smearing of an abrupt junction: for `L > 0`, a density is a bounded C¹ solution of
`n - L² n'' = N` off the origin exactly when it is the smeared density. -/
theorem debye_smearing {L : ℝ} (hL : 0 < L) (N₁ N₂ : ℝ) (n : ℝ → ℝ) :
    (IsDebyeProfile L N₁ N₂ n ∧ ∃ C, ∀ x, |n x| ≤ C) ↔ n = smeared L N₁ N₂ := by
  have hs := smeared_isDebyeProfile hL N₁ N₂
  have tail : ∀ a d y : ℝ, y ≤ 0 → |a + d * Real.exp (y / L) / 2| ≤ |a| + |d| := by
    intro a d y hy
    have h1 := Real.exp_le_one_iff.2 (div_nonpos_of_nonpos_of_nonneg hy hL.le)
    have h := abs_add_le a (d * Real.exp (y / L) / 2)
    rw [abs_div, abs_mul, Real.abs_exp, abs_two] at h
    linarith [mul_le_mul_of_nonneg_left h1 (abs_nonneg d), abs_nonneg d]
  have hsb : ∀ x, |smeared L N₁ N₂ x| ≤ |N₁| + |N₂| + |N₂ - N₁| := by
    intro x
    rcases le_or_gt x 0 with hx | hx
    · rw [smeared, if_pos hx]
      linarith [tail N₁ (N₂ - N₁) x hx, abs_nonneg N₂]
    · rw [smeared, if_neg (not_le_of_gt hx)]
      have h := tail N₂ (-(N₂ - N₁)) (-x) (by linarith)
      rw [abs_neg, neg_mul, neg_div, ← sub_eq_add_neg] at h
      linarith [abs_nonneg N₁]
  constructor
  · rintro ⟨hn, C, hC⟩
    obtain ⟨n1, n2⟩ := contDiff_one_iff_deriv.1 hn.smooth
    obtain ⟨s1, s2⟩ := contDiff_one_iff_deriv.1 hs.smooth
    have hu : ∀ x, HasDerivAt (fun y => n y - smeared L N₁ N₂ y)
        (deriv n x - deriv (smeared L N₁ N₂) x) x :=
      fun x => (n1 x).hasDerivAt.fun_sub (s1 x).hasDerivAt
    have hv : ∀ x, x ≠ 0 → HasDerivAt (fun y => deriv n y - deriv (smeared L N₁ N₂) y)
        ((n x - smeared L N₁ N₂ x) / L ^ 2) x := by
      intro x hx
      obtain ⟨a1, a2⟩ := hn.screening x hx
      obtain ⟨b1, b2⟩ := hs.screening x hx
      refine (a1.hasDerivAt.fun_sub b1.hasDerivAt).congr_deriv ?_
      rw [eq_div_iff (pow_ne_zero 2 hL.ne')]
      linear_combination b2 - a2
    -- the doping step cancels in the difference, which is therefore smooth at the junction
    have hv' := hasDerivAt_of_hasDerivAt_of_ne' hv (n2.sub s2).continuousAt
      ((n1.continuous.sub s1.continuous).div_const (L ^ 2)).continuousAt
    funext x
    refine sub_eq_zero.1 (bounded_homogeneous_zero (C := C + (|N₁| + |N₂| + |N₂ - N₁|)) hL hu hv' ?_ x)
    intro y
    have h1 := abs_le.1 (hC y)
    have h2 := abs_le.1 (hsb y)
    exact abs_le.2 ⟨by linarith [h1.1, h2.2], by linarith [h1.2, h2.1]⟩
  · rintro rfl
    exact ⟨hs, _, hsb⟩
```

## The width of the transition

Exchanging the two branches gives the point symmetry

n(−x) = N₁ + N₂ − n(x).

```lean
/-- The smeared density is point-symmetric about its mean value at the junction. -/
theorem smeared_neg (L N₁ N₂ x : ℝ) :
    smeared L N₁ N₂ (-x) = N₁ + N₂ - smeared L N₁ N₂ x := by
  rcases lt_trichotomy x 0 with hx | hx | hx
  · rw [smeared, if_neg (by linarith), smeared, if_pos hx.le, neg_neg]
    ring
  · rw [hx, neg_zero, smeared, if_pos le_rfl, zero_div, Real.exp_zero]
    ring
  · rw [smeared, if_pos (by linarith), smeared, if_neg (by linarith)]
    ring
```

Let N₁ ≠ N₂ and 0 < p ≤ 1/2. The density has completed the fraction p of its step where n(x) = N₁ + p(N₂ − N₁). On the left this means

exp(x/L) = 2p, that is x = L ln(2p).

On the right it would mean exp(−x/L) = 2(1 − p) ≥ 1, which is impossible for x > 0. The point is therefore unique. The two cases of the proof are these two sides, and the converse substitutes x = L ln(2p) into the left branch.

```lean
/-- For `L > 0`, `N₁ ≠ N₂` and `0 < p ≤ 1/2`, the density has completed the fraction `p` of its
step exactly at `x = L ln (2p)`. -/
theorem smeared_level {L N₁ N₂ p : ℝ} (hL : 0 < L) (hN : N₁ ≠ N₂) (hp : 0 < p)
    (hp' : p ≤ 1 / 2) (x : ℝ) :
    smeared L N₁ N₂ x = N₁ + p * (N₂ - N₁) ↔ x = L * Real.log (2 * p) := by
  have hd : N₂ - N₁ ≠ 0 := sub_ne_zero.2 hN.symm
  constructor
  · intro h
    rcases le_or_gt x 0 with hx | hx
    · rw [smeared, if_pos hx] at h
      have hE : Real.exp (x / L) = 2 * p := mul_left_cancel₀ hd (by linear_combination 2 * h)
      rw [← hE, Real.log_exp, mul_div_cancel₀ _ hL.ne']
    · -- to the right of the junction more than half of the step is completed
      rw [smeared, if_neg (not_le_of_gt hx)] at h
      have hE : Real.exp (-x / L) = 2 * (1 - p) :=
        mul_left_cancel₀ hd (by linear_combination (-2) * h)
      have h1 : Real.exp (-x / L) < 1 :=
        Real.exp_lt_one_iff.2 (div_neg_of_neg_of_pos (by linarith) hL)
      exfalso
      linarith
  · rintro rfl
    have hx : L * Real.log (2 * p) ≤ 0 :=
      mul_nonpos_iff.2 (Or.inl ⟨hL.le, Real.log_nonpos (by linarith) (by linarith)⟩)
    rw [smeared, if_pos hx, mul_div_cancel_left₀ _ hL.ne', Real.exp_log (by linarith)]
    ring
```

For p = 1/10 the point is

a = L ln(1/5) = −L ln 5.

By the symmetry, n(x) is at 90 percent exactly when n(−x) is at 10 percent, so the other point is b = L ln 5, and

b − a = 2L ln 5 ≈ 3.22 L.

In this linear model, at fixed L, the width does not depend on the size or sign of the step. The theorem `ten_ninety_width` states that points a and b exist, that each is the only one at its level, and that their separation is 2L ln 5. If N₁ = N₂, every x satisfies both level conditions and no such points exist.

```lean
/-- For `L > 0` and `N₁ ≠ N₂`, the smeared density takes its 10 percent and its 90 percent value
at one point each, and these points lie `2 L ln 5` apart. -/
theorem ten_ninety_width {L N₁ N₂ : ℝ} (hL : 0 < L) (hN : N₁ ≠ N₂) :
    ∃ a b : ℝ, (∀ x, smeared L N₁ N₂ x = N₁ + 1 / 10 * (N₂ - N₁) ↔ x = a) ∧
      (∀ x, smeared L N₁ N₂ x = N₁ + 9 / 10 * (N₂ - N₁) ↔ x = b) ∧
      b - a = 2 * L * Real.log 5 := by
  have h5 : Real.log (2 * (1 / 10)) = -Real.log 5 := by
    rw [← Real.log_inv]
    norm_num
  have h10 : ∀ x, smeared L N₁ N₂ x = N₁ + 1 / 10 * (N₂ - N₁) ↔ x = -(L * Real.log 5) := by
    intro x
    rw [smeared_level (p := 1 / 10) hL hN (by norm_num) (by norm_num), h5, mul_neg]
  refine ⟨-(L * Real.log 5), L * Real.log 5, h10, fun x => ?_, by ring⟩
  -- the 90 percent point is the mirror image of the 10 percent point
  have h := h10 (-x)
  rw [smeared_neg, neg_inj] at h
  rw [← h]
  constructor <;> intro h' <;> linarith

end DebyeSmearing
```

```lean
#print axioms DebyeSmearing.debye_smearing
#print axioms DebyeSmearing.ten_ninety_width
```

```
'DebyeSmearing.debye_smearing' depends on axioms: [propext, Classical.choice, Quot.sound]
'DebyeSmearing.ten_ninety_width' depends on axioms: [propext, Classical.choice, Quot.sound]
```
